# Necessary and sufficient conditions on orbital-independent occupation moments \(E[n_i]=p\), \(E[n_i n_j]=q\) for \(r \ge 2\) orbitals

A degenerate shell of \(r\) spin orbitals is coupled to a reservoir, so its particle number fluctuates. If the state is unchanged by every permutation of the \(r\) spin orbitals, so that all orbitals and also all pairs of orbitals are equivalent, the diagonal of the one-particle density matrix is a single number \(p = \langle n_i\rangle\). The diagonal pair elements of the two-particle density matrix, normalised as \(\langle a_i^\dagger a_j^\dagger a_j a_i\rangle\) with fermion creation and annihilation operators \(a^\dagger, a\), are a second number, \(q = \langle n_i n_j\rangle\) for \(i \ne j\). Both depend on the state only through the probabilities \(w(S)\) of finding exactly the set \(S\) of orbitals occupied. A code that produces, fits or optimises \((p,q)\) meets the question of which pairs come from some such \(w\).

## The allowed pairs \((p,q)\)

Label the orbitals \(i = 0,\dots,r-1\) with \(r \ge 2\). For an occupied set \(S\), let \(n_i(S) = 1\) if \(i \in S\) and \(0\) otherwise, let \(N(S) = |S|\), and write \(E[f] = \sum_S w(S) f(S)\). Call a pair of reals \((p,q)\) representable if there are weights \(w(S) \ge 0\) with \(\sum_S w(S) = 1\), \(E[n_i] = p\) for all \(i\), and \(E[n_i n_j] = q\) for all \(i \ne j\). Then \((p,q)\) is representable if and only if
\[ q \le p \quad\text{and}\quad r(r-1)\,q - 2mr\,p + m(m+1) \ge 0 \quad\text{for } m = 0,\dots,r-1. \]
In particular \((p,0)\) is representable if and only if \(0 \le p\) and \(rp \le 1\).

For \(r = 2\) the conditions read \(q \le p\), \(q \ge 0\) and \(1 - 2p + q \ge 0\). These are the probabilities \(p-q\) of each singly occupied pattern, \(q\) of the full pattern and \(1-2p+q\) of the empty one.

## Occupation correlators of a symmetric shell

For a finite shell with orbital-independent diagonal moments and unrestricted particle number, the \(r+1\) linear inequalities are a complete feasibility test on \((p,q)\). They apply when the pair is extrapolated, fitted, or varied to minimise an energy that is linear in \(p\) and \(q\), such as a level energy times \(rp\) plus a uniform pair repulsion times \(r(r-1)q/2\). The case \(q = 0\) stands for infinite repulsion, where the shell holds at most one particle.

Positivity of the number variance is a weaker test. At \(r = 3\), \(p = 1/2\), the variance \(6q + 3/2 - 9/4\) is nonnegative for \(q \ge 1/8\), whereas the condition \(m = 1\) gives \(6q - 1 \ge 0\). The value \(q = 0.15\) has positive variance and is not representable.

## From number moments to mixtures of shells

*Number moments.* Clearly \(\sum_i n_i = N\). For fixed \(i\), \(\sum_{j \ne i} n_i n_j = n_i (N - n_i) = n_i (N-1)\), because \(n_i\) is \(0\) or \(1\). Summing over \(i\) gives \(N(N-1)\). There are \(r\) orbitals and \(r(r-1)\) ordered pairs, so
\[ E[N] = rp, \qquad E[N(N-1)] = r(r-1)q. \]

*Necessity.* Since \(n_0 n_1 \le n_0\) in every pattern, \(q \le p\). For any integer \(m\), the product of consecutive integers \((N-m)(N-m-1)\) is nonnegative, and it expands as \(N(N-1) - 2mN + m(m+1)\). Its expectation is \(r(r-1)q - 2mrp + m(m+1)\).

*Shells.* In this proof, "shell \(k\)" is short for the following distribution, in which the \(r\) orbitals hold exactly \(k\) particles. Take \(0 \le k \le r\) and a pattern \(S\) with \(k\) particles. For a permutation \(\sigma\) of the orbitals define \(S_\sigma = \{i : \sigma(i) \in S\}\), so that \(n_i(S_\sigma) = n_{\sigma(i)}(S)\) and \(|S_\sigma| = k\). Draw \(\sigma\) uniformly, which gives \(E[f] = \frac{1}{r!}\sum_\sigma f(S_\sigma)\). Fix two orbitals \(a \ne b\). For \(i \ne j\) there is a permutation \(\tau\) with \(\tau(a) = i\), \(\tau(b) = j\). To build it, swap \(a\) and \(i\), which sends \(b\) to some \(c \ne i\), then swap \(c\) and \(j\), which leaves \(i\) fixed. As \(\sigma\) runs over all permutations so does \(\sigma\tau\), hence
\[ \sum_\sigma n_{\sigma(i)}(S)\, n_{\sigma(j)}(S) = \sum_\sigma n_{\sigma\tau(a)}(S)\, n_{\sigma\tau(b)}(S) = \sum_\sigma n_{\sigma(a)}(S)\, n_{\sigma(b)}(S). \]
The same argument with one swap handles \(E[n_i]\). The moments are therefore orbital-independent. Since \(N = k\) with certainty, the number moments fix them:
\[ p_k = \frac{k}{r}, \qquad q_k = \frac{k(k-1)}{r(r-1)}. \]

*Mixing.* If \(w\) gives \((p,q)\) and \(w'\) gives \((p',q')\), and \(s,t \ge 0\) with \(s+t = 1\), then \(sw + tw'\) is a distribution giving \((sp+tp', sq+tq')\).

*Sufficiency.* The condition \(m = 0\) gives \(q \ge 0\), so \(p \ge q \ge 0\). The condition \(m = r-1\) is \(r(r-1)(q - 2p + 1) \ge 0\), and with \(q \le p\) this gives \(p \le 1\). Choose \(m = \lfloor rp \rfloor\) if \(rp < r\) and \(m = r-1\) if \(rp = r\), so that \(m < r\) and \(m \le rp \le m+1\). Mix shells \(m\) and \(m+1\) with \(s = m+1-rp\) and \(t = rp-m\). Then \(sm + t(m+1) = m + t = rp\), and \(s\,m(m-1) + t\,(m+1)m = m(m-1+2t) = 2mrp - m(m+1)\). So \((p,q_L)\) is representable, where
\[ q_L = \frac{2mrp - m(m+1)}{r(r-1)}. \]
Shells \(0\) and \(r\) have moments \((0,0)\) and \((1,1)\), and weights \(1-p\) and \(p\) give \((p,p)\). The condition at the chosen \(m\) says \(q_L \le q\), and \(q \le p\) is assumed. Thus \(q\) is a convex combination of \(q_L\) and \(p\), and one more mixing represents \((p,q)\).

*The case \(q = 0\).* The condition \(q \le p\) is \(0 \le p\), and \(m = 1\), allowed since \(r \ge 2\), gives \(2 - 2rp \ge 0\). Conversely \(m = 0\) is trivial, and for \(m \ge 1\) one has \(m(m+1) - 2mrp = 2m(1-rp) + m(m-1) \ge 0\).

## Patterns as finite sets, distributions as weight functions

Orbitals are `Fin r`, numbered from \(0\). A point of \(\{0,1\}^r\) is its occupied set, of type `Finset (Fin r)`, and `S.card` is \(N\). The function `occ i S` is \(n_i(S)\), `mean w f` is \(E[f]\), and `Representable r p q` is the existence of `w` with the four properties above. The weights themselves need not be permutation-symmetric. `relabel S σ` is \(S_\sigma\), and `symmetrised S T` is the probability that \(S_\sigma = T\). In the inequalities `r` and `m` are cast to reals, so `r * (r - 1)` is a real product.

```lean
import Mathlib

open Finset

namespace DiagonalRepresentability

noncomputable section

variable {r : ℕ}

/-- Occupation number `n_i` (0 or 1) of orbital `i` in the pattern whose occupied set is `S`. -/
def occ (i : Fin r) (S : Finset (Fin r)) : ℝ := if i ∈ S then 1 else 0

/-- Expectation of the observable `f` with weights `w` on occupation patterns. -/
def mean (w f : Finset (Fin r) → ℝ) : ℝ := ∑ S, w S * f S

/-- Some probability distribution on occupation patterns of `r` orbitals has `E[n_i] = p`
for all `i` and `E[n_i n_j] = q` for all `i ≠ j`. -/
def Representable (r : ℕ) (p q : ℝ) : Prop :=
  ∃ w : Finset (Fin r) → ℝ, (∀ S, 0 ≤ w S) ∧ ∑ S, w S = 1 ∧ (∀ i, mean w (occ i) = p) ∧
    ∀ i j, i ≠ j → mean w (fun S => occ i S * occ j S) = q

/-- The pattern in which orbital `i` is occupied when `σ i` is occupied in `S`. -/
def relabel (S : Finset (Fin r)) (σ : Equiv.Perm (Fin r)) : Finset (Fin r) :=
  univ.filter (fun i => σ i ∈ S)

/-- Probability that a uniformly random relabelling of `S` gives the pattern `T`. -/
def symmetrised (S T : Finset (Fin r)) : ℝ :=
  ∑ σ, if relabel S σ = T then (Fintype.card (Equiv.Perm (Fin r)) : ℝ)⁻¹ else 0

/-- The occupation numbers add up to the particle number `N`. -/
theorem sum_occ (S : Finset (Fin r)) : ∑ i, occ i S = S.card := by
  simp [occ]

/-- The products `n_i n_j` over ordered pairs of distinct orbitals add up to `N (N - 1)`. -/
theorem sum_pair (S : Finset (Fin r)) :
    ∑ i, ∑ j ∈ univ.erase i, occ i S * occ j S = (S.card : ℝ) * (S.card - 1) := by
  have h : ∀ i, ∑ j ∈ univ.erase i, occ i S * occ j S = occ i S * ((S.card : ℝ) - 1) := by
    intro i
    rw [← mul_sum, sum_erase_eq_sub (mem_univ i), sum_occ]
    unfold occ
    split_ifs <;> ring
  simp only [h]
  rw [← sum_mul, sum_occ]

/-- If all `E[n_i] = p` and all `E[n_i n_j] = q` for `i ≠ j`, then `E[N] = r p` and
`E[N (N - 1)] = r (r - 1) q`. -/
theorem number_moments {w : Finset (Fin r) → ℝ} {p q : ℝ} (h1 : ∀ i, mean w (occ i) = p)
    (h2 : ∀ i j, i ≠ j → mean w (fun S => occ i S * occ j S) = q) :
    mean w (fun S => (S.card : ℝ)) = r * p ∧
      mean w (fun S => (S.card : ℝ) * (S.card - 1)) = r * (r - 1) * q := by
  constructor
  · calc mean w (fun S => (S.card : ℝ)) = ∑ S, ∑ i, w S * occ i S := by
          simp only [mean, ← mul_sum, sum_occ]
      _ = ∑ _i : Fin r, p := by
          rw [sum_comm]
          exact sum_congr rfl fun i _ => h1 i
      _ = r * p := by simp
  · have h : ∀ i : Fin r, ∑ _j ∈ univ.erase i, q = r * q - q := by
      intro i
      rw [sum_erase_eq_sub (mem_univ i)]
      simp
    calc mean w (fun S => (S.card : ℝ) * (S.card - 1))
        = ∑ S, ∑ i, ∑ j ∈ univ.erase i, w S * (occ i S * occ j S) := by
          simp only [mean, ← sum_pair, mul_sum]
      _ = ∑ i : Fin r, ∑ _j ∈ univ.erase i, q := by
          rw [sum_comm]
          refine sum_congr rfl fun i _ => ?_
          rw [sum_comm]
          exact sum_congr rfl fun j hj => h2 i j (ne_of_mem_erase hj).symm
      _ = r * (r - 1) * q := by
          simp only [h]
          rw [sum_const, card_univ, Fintype.card_fin, nsmul_eq_mul]
          ring

/-- The expectation in the symmetrised distribution is the average over all relabellings. -/
theorem mean_symmetrised (S : Finset (Fin r)) (f : Finset (Fin r) → ℝ) :
    mean (symmetrised S) f
      = (Fintype.card (Equiv.Perm (Fin r)) : ℝ)⁻¹ * ∑ σ, f (relabel S σ) := by
  simp only [mean, symmetrised, sum_mul]
  rw [sum_comm, mul_sum]
  refine sum_congr rfl fun σ _ => ?_
  simp only [ite_mul, zero_mul, sum_ite_eq, mem_univ, if_true]

/-- Any ordered pair of distinct orbitals is carried to any other by a permutation. -/
theorem exists_perm_pair {a b i j : Fin r} (hab : a ≠ b) (hij : i ≠ j) :
    ∃ τ : Equiv.Perm (Fin r), τ a = i ∧ τ b = j := by
  have hc : i ≠ Equiv.swap a i b := by
    intro h
    apply hab
    apply (Equiv.swap a i).injective
    rw [Equiv.swap_apply_left]
    exact h
  refine ⟨Equiv.swap (Equiv.swap a i b) j * Equiv.swap a i, ?_, ?_⟩
  · rw [Equiv.Perm.mul_apply, Equiv.swap_apply_left a i, Equiv.swap_apply_of_ne_of_ne hc hij]
  · rw [Equiv.Perm.mul_apply, Equiv.swap_apply_left (Equiv.swap a i b) j]

/-- For `r ≥ 2` and `k ≤ r`, the moments `p = k / r` and `q = k (k - 1) / (r (r - 1))` are
representable. -/
theorem shell_representable (hr : 2 ≤ r) {k : ℕ} (hk : k ≤ r) :
    Representable r (k / r) (k * (k - 1) / (r * (r - 1))) := by
  have hr' : (2 : ℝ) ≤ r := by exact_mod_cast hr
  have hr0 : (r : ℝ) ≠ 0 := by linarith
  have hpos : (0 : ℝ) < r * (r - 1) := mul_pos (by linarith) (by linarith)
  have hku : k ≤ (univ : Finset (Fin r)).card := by simpa using hk
  obtain ⟨S, -, hS⟩ := exists_subset_card_eq hku
  obtain ⟨a, b, hab⟩ : ∃ a b : Fin r, a ≠ b :=
    ⟨⟨0, by omega⟩, ⟨1, by omega⟩, by simp [Fin.ext_iff]⟩
  have horb : ∀ σ i, occ i (relabel S σ) = occ (σ i) S := by
    intro σ i
    simp [occ, relabel]
  -- relabelling conserves the particle number
  have hcard : ∀ σ, (relabel S σ).card = k := by
    intro σ
    have : ((relabel S σ).card : ℝ) = S.card := by
      rw [← sum_occ, ← sum_occ]
      simp only [horb]
      exact Equiv.sum_comp σ (fun i => occ i S)
    rw [← hS]
    exact_mod_cast this
  have hg : ∀ g : ℕ → ℝ, mean (symmetrised S) (fun T => g T.card) = g k := by
    intro g
    have hc : (Fintype.card (Equiv.Perm (Fin r)) : ℝ) ≠ 0 := by
      exact_mod_cast Fintype.card_ne_zero
    simp only [mean_symmetrised, hcard]
    rw [sum_const, card_univ, nsmul_eq_mul, ← mul_assoc, inv_mul_cancel₀ hc, one_mul]
  -- the moments do not depend on the orbitals chosen
  have h1 : ∀ i, mean (symmetrised S) (occ i) = mean (symmetrised S) (occ a) := by
    intro i
    obtain ⟨τ, rfl⟩ : ∃ τ : Equiv.Perm (Fin r), τ a = i := ⟨_, Equiv.swap_apply_left a i⟩
    simp only [mean_symmetrised, horb]
    congr 1
    exact Equiv.sum_comp (Equiv.mulRight τ) (fun σ => occ (σ a) S)
  have h2 : ∀ i j, i ≠ j → mean (symmetrised S) (fun T => occ i T * occ j T)
      = mean (symmetrised S) (fun T => occ a T * occ b T) := by
    intro i j hij
    obtain ⟨τ, rfl, rfl⟩ := exists_perm_pair hab hij
    simp only [mean_symmetrised, horb]
    congr 1
    exact Equiv.sum_comp (Equiv.mulRight τ) (fun σ => occ (σ a) S * occ (σ b) S)
  obtain ⟨m1, m2⟩ := number_moments h1 h2
  have e1 := (hg (fun n : ℕ => (n : ℝ))).symm.trans m1
  have e2 := (hg (fun n : ℕ => (n : ℝ) * (n - 1))).symm.trans m2
  refine ⟨symmetrised S, fun T => ?_, ?_, fun i => ?_, fun i j hij => ?_⟩
  · unfold symmetrised
    refine sum_nonneg fun σ _ => ?_
    split_ifs
    · positivity
    · exact le_rfl
  · simpa [mean] using hg (fun _ => 1)
  · rw [h1 i, eq_div_iff hr0]
    linarith
  · rw [h2 i j hij, eq_div_iff hpos.ne']
    linarith

/-- A convex combination of representable moment pairs is representable. -/
theorem Representable.mix {p q p' q' s t : ℝ} (h : Representable r p q)
    (h' : Representable r p' q') (hs : 0 ≤ s) (ht : 0 ≤ t) (hst : s + t = 1) :
    Representable r (s * p + t * p') (s * q + t * q') := by
  obtain ⟨w, h0, hn, h1, h2⟩ := h
  obtain ⟨w', h0', hn', h1', h2'⟩ := h'
  have hE : ∀ f, mean (fun S => s * w S + t * w' S) f = s * mean w f + t * mean w' f := by
    intro f
    simp only [mean, mul_sum, ← sum_add_distrib]
    exact sum_congr rfl fun S _ => by ring
  refine ⟨fun S => s * w S + t * w' S,
    fun S => add_nonneg (mul_nonneg hs (h0 S)) (mul_nonneg ht (h0' S)), ?_,
    fun i => by rw [hE, h1, h1'], fun i j hij => by rw [hE, h2 i j hij, h2' i j hij]⟩
  simp only [sum_add_distrib, ← mul_sum, hn, hn']
  linarith

/-- For `r ≥ 2`, representable moments obey `q ≤ p` and `r (r - 1) q - 2 m r p + m (m + 1) ≥ 0` for
every integer `m`. -/
theorem Representable.necessary (hr : 2 ≤ r) {p q : ℝ} (h : Representable r p q) :
    q ≤ p ∧ ∀ m : ℤ, 0 ≤ r * (r - 1) * q - 2 * m * r * p + m * (m + 1) := by
  obtain ⟨w, h0, hn, h1, h2⟩ := h
  obtain ⟨a, b, hab⟩ : ∃ a b : Fin r, a ≠ b :=
    ⟨⟨0, by omega⟩, ⟨1, by omega⟩, by simp [Fin.ext_iff]⟩
  refine ⟨?_, fun m => ?_⟩
  · rw [← h1 a, ← h2 a b hab]
    simp only [mean]
    refine sum_le_sum fun S _ => mul_le_mul_of_nonneg_left ?_ (h0 S)
    unfold occ
    split_ifs <;> norm_num
  · obtain ⟨m1, m2⟩ := number_moments h1 h2
    simp only [mean] at m1 m2
    -- the product of two consecutive integers is nonnegative
    have hz : ∀ z : ℤ, 0 ≤ z * (z - 1) := by
      intro z
      rcases le_or_gt z 0 with h | h
      · nlinarith [sq_nonneg z]
      · exact mul_nonneg (by omega) (by omega)
    have hnn : 0 ≤ ∑ S, w S * (((S.card : ℝ) - m) * (S.card - m - 1)) :=
      sum_nonneg fun S _ => mul_nonneg (h0 S) (by exact_mod_cast hz (S.card - m))
    have hid : ∑ S, w S * (((S.card : ℝ) - m) * (S.card - m - 1))
        = ∑ S, w S * ((S.card : ℝ) * (S.card - 1)) - 2 * m * ∑ S, w S * (S.card : ℝ)
          + m * (m + 1) * ∑ S, w S := by
      simp only [mul_sum, ← sum_sub_distrib, ← sum_add_distrib]
      exact sum_congr rfl fun S _ => by ring
    rw [hid, m1, m2, hn] at hnn
    linarith

/-- For `r ≥ 2`, the moments `(p, q)` are representable exactly when `q ≤ p` and
`r (r - 1) q - 2 m r p + m (m + 1) ≥ 0` for `m = 0, …, r - 1`. -/
theorem representable_iff (hr : 2 ≤ r) (p q : ℝ) :
    Representable r p q ↔
      q ≤ p ∧ ∀ m : ℕ, m < r → 0 ≤ r * (r - 1) * q - 2 * m * r * p + m * (m + 1) := by
  refine ⟨fun h => ⟨(h.necessary hr).1, fun m _ => ?_⟩, fun ⟨hqp, hm⟩ => ?_⟩
  · simpa only [Int.cast_natCast] using (h.necessary hr).2 (m : ℤ)
  have hr' : (2 : ℝ) ≤ r := by exact_mod_cast hr
  have hr0 : (r : ℝ) ≠ 0 := by linarith
  have hr1 : (r : ℝ) - 1 ≠ 0 := by linarith
  have hpos : (0 : ℝ) < r * (r - 1) := mul_pos (by linarith) (by linarith)
  have hc : ((r - 1 : ℕ) : ℝ) = r - 1 := by
    rw [Nat.cast_sub (by omega), Nat.cast_one]
  -- with q ≤ p, the conditions at m = 0 and m = r - 1 force 0 ≤ p ≤ 1
  have h0 := hm 0 (by omega)
  have h1 := hm (r - 1) (by omega)
  rw [Nat.cast_zero] at h0
  rw [hc] at h1
  have hq0 : 0 ≤ q := (mul_nonneg_iff_of_pos_left hpos).1 (by linarith)
  have hp0 : 0 ≤ p := hq0.trans hqp
  have hp1 : 0 ≤ 1 - p := (mul_nonneg_iff_of_pos_left hpos).1
    (by nlinarith [mul_le_mul_of_nonneg_left hqp hpos.le])
  have ha0 : 0 ≤ r * p := mul_nonneg (by linarith) hp0
  have ha : r * p ≤ r := by nlinarith
  obtain ⟨m, hmr, hm1, hm2⟩ : ∃ m : ℕ, m < r ∧ (m : ℝ) ≤ r * p ∧ r * p ≤ m + 1 := by
    rcases ha.lt_or_eq with h | h
    · exact ⟨⌊r * p⌋₊, (Nat.floor_lt ha0).2 h, Nat.floor_le ha0, (Nat.lt_floor_add_one _).le⟩
    · exact ⟨r - 1, by omega, by linarith, by linarith⟩
  -- upper edge: empty and full shells; lower edge: shells m and m + 1
  have hU : Representable r p p := by
    have := (shell_representable hr (Nat.zero_le r)).mix (shell_representable hr le_rfl)
      hp1 hp0 (by ring)
    rw [div_self hr0, div_self hpos.ne'] at this
    simpa using this
  have hL : Representable r p ((2 * m * r * p - m * (m + 1)) / (r * (r - 1))) := by
    have := (shell_representable hr hmr.le).mix (shell_representable hr (k := m + 1) hmr)
      (s := m + 1 - r * p) (t := r * p - m) (by linarith) (by linarith) (by ring)
    convert this using 1 <;> push_cast <;> field_simp <;> ring
  have hLq : (2 * m * r * p - m * (m + 1)) / (r * (r - 1)) ≤ q := by
    rw [div_le_iff₀ hpos]
    linarith [hm m hmr]
  obtain ⟨s, t, hs, ht, hst, e⟩ :=
    (Convex.mem_Icc (hLq.trans hqp)).1 (show q ∈ Set.Icc _ p from ⟨hLq, hqp⟩)
  have := hL.mix hU hs ht hst
  rwa [e, ← add_mul, hst, one_mul] at this

/-- For `r ≥ 2`, vanishing pair occupation `q = 0` is representable exactly when `0 ≤ p` and
`r p ≤ 1`. -/
theorem representable_zero_iff (hr : 2 ≤ r) (p : ℝ) :
    Representable r p 0 ↔ 0 ≤ p ∧ r * p ≤ 1 := by
  rw [representable_iff hr]
  refine ⟨fun ⟨h, hm⟩ => ⟨h, ?_⟩, fun ⟨h, hp⟩ => ⟨h, fun m _ => ?_⟩⟩
  · have := hm 1 (by omega)
    rw [Nat.cast_one] at this
    linarith
  · rcases Nat.eq_zero_or_pos m with rfl | hm
    · simp
    · have hm1 : (1 : ℝ) ≤ m := by exact_mod_cast hm
      have hm0 : (0 : ℝ) ≤ m := by linarith
      nlinarith [mul_nonneg hm0 (sub_nonneg.2 hp), mul_nonneg hm0 (sub_nonneg.2 hm1)]

end

end DiagonalRepresentability
```

```lean
#print axioms DiagonalRepresentability.Representable.necessary
-- 'DiagonalRepresentability.Representable.necessary' depends on axioms: [propext, Classical.choice, Quot.sound]
#print axioms DiagonalRepresentability.representable_zero_iff
-- 'DiagonalRepresentability.representable_zero_iff' depends on axioms: [propext, Classical.choice, Quot.sound]
```

## The lemmas against the steps above

`sum_occ` and `sum_pair` are the two pattern-wise sums; in the latter, `split_ifs <;> ring` treats \(n_i = 1\) and \(n_i = 0\). `number_moments` takes expectations by exchanging sums with `sum_comm`. `mean_symmetrised` is the formula \(\frac{1}{r!}\sum_\sigma f(S_\sigma)\), and `exists_perm_pair` is the two-swap construction of \(\tau\).

In `shell_representable`, `hcard` is conservation of \(k\). The step `hg` evaluates any function of \(N\) at \(k\), which also yields normalisation. The steps `h1` and `h2` reindex \(\sigma \mapsto \sigma\tau\) through `Equiv.mulRight τ`, and `e1`, `e2` are \(k = rp_k\) and \(k(k-1) = r(r-1)q_k\). `Representable.mix` rests on the linearity `hE`. In `Representable.necessary`, `hz` is the product of consecutive integers and `hid` its expansion under the sum.

In `representable_iff`, `hp0` and `hp1` give \(0 \le p \le 1\), the case split on `ha.lt_or_eq` chooses \(m\), `hU` and `hL` are the points \((p,p)\) and \((p,q_L)\), and `Convex.mem_Icc` supplies the last mixing weights. `representable_zero_iff` passes the two products \(m(1-rp)\) and \(m(m-1)\) to `nlinarith`.

## Diagonal data, free particle number, exact reals

`representable_iff` holds for every \(r \ge 2\) and all real \(p, q\), with no range assumed for either. `Representable.necessary` gives the inequality for every integer \(m\), so the values \(0,\dots,r-1\) together with \(q \le p\) imply all the others. The hypothesis `2 ≤ r` provides a pair of distinct orbitals; with one orbital, \(q\) would be unconstrained.

The theorems concern classical distributions on patterns. No Fock space, density operator or fermionic sign occurs in the Lean code, and reading \(w(S)\) as the diagonal of a density operator in the determinant basis is physics supplied in the prose, as is the variance comparison. Only a diagonal representability problem, with orbital-independent moments and free particle number, is settled: off-diagonal elements of the density matrices are untouched, and feasibility of \((p,q)\) does not decide whether given off-diagonal elements are admissible. The particle number ranges freely over \(0,\dots,r\). Orbital-dependent moments \(E[n_i]\), \(E[n_i n_j]\) are not treated, including a shell where same-spin and opposite-spin pairs have different \(q\). Weights are nonnegative, which excludes signed Monte Carlo weights. The inequalities are exact over the reals and carry no tolerance for rounding or statistical error; every pair \((p_k,q_k)\), which belongs to a fixed particle number \(k\), satisfies some of them with equality, so such data sit on the boundary.
